# Chiral point-dipole dimers with zero couplet strength: the condition tan² p > 2

## Two dipoles on a twisted axis

Two identical sites each carry one transition dipole. The separation is \(r=(0,0,d)\) with \(d>0\), and the dipoles are the unit vectors

\[
u=(\sin p,0,\cos p),\qquad v=(\sin p\cos t,\ \sin p\sin t,\ -\cos p),
\]

with tilt \(0<p<\pi/2\) and twist \(0<t<\pi\). In units where the Coulomb constant is one, the coupling and the triple product are

\[
V=\frac{u\cdot v}{|r|^3}-\frac{3(u\cdot r)(v\cdot r)}{|r|^5},\qquad T=r\cdot(u\times v).
\]

The couplet strength is \(C=VT\), up to a constant prefactor. It stands for the following physics: the two exciton states have opposite rotational strengths proportional to \(T\) and are split by \(2|V|\). When the splitting is small compared with the line width, the overlapping bands leave a signal proportional to \(VT\).

## What is claimed

For fixed \(d\) and \(p\), `chiral_without_couplet` states that \(C=0\) at some \(t\in(0,\pi)\) exactly when \(\tan^2p>2\), and that at every such twist \(T\neq0\) and the dimer is chiral. In this point-dipole model with one transition per site, a missing exciton couplet therefore does not prove that the geometry is achiral.

In Lean, vectors are functions `Fin 3 → ℝ` with components 0, 1, 2 for \(x,y,z\). The definitions `sep`, `dipoleU` and `dipoleV` give \(r,u,v\), and `Set.Ioo` is an open interval. `IsChiral` says that no orthogonal matrix \(Q\) of determinant \(-1\) maps the dimer to itself. Such a map may keep the sites (\(Qr=r\)) or exchange them (\(Qr=-r\)), and each dipole matters only up to sign, since the phase of a transition dipole is arbitrary.

The couplet formula is a definition here, not derived from a Hamiltonian. The model leaves out intrinsic magnetic moments, further transitions and the molecular frame around the dipoles.

## Zeros of the couplet

The scalar products are \(u\cdot v=\sin^2p\cos t-\cos^2p\), \(u\cdot r=d\cos p\) and \(v\cdot r=-d\cos p\). Hence

\[
V=\frac{\sin^2p\cos t-\cos^2p+3\cos^2p}{d^3}=\frac{\sin^2p\cos t+2\cos^2p}{d^3}.
\]

Only the \(z\) component of \(u\times v\) enters \(T\), so \(T=d\sin^2p\sin t>0\). Multiplying and taking out \(\cos^2p\),

\[
C=\frac{\cos^2p\,\sin^2p\,\sin t}{d^2}\,\bigl(\tan^2p\cos t+2\bigr).
\]

The prefactor is positive, so \(C=0\) means \(\cos t=-2/\tan^2p\). On \((0,\pi)\) the cosine takes each value in \((-1,1)\) once and no others. A zero therefore exists exactly when \(\tan^2p>2\), and it is the single twist \(t=\arccos(-2/\tan^2p)\).

## Chirality from a pseudoscalar

Let \(P=T\,(u\cdot r)(v\cdot r)\). An improper orthogonal map reverses \(T\) and preserves scalar products, so it sends \(P\) to \(-P\). Reversing \(u\) changes the sign of both \(T\) and \(u\cdot r\), which leaves \(P\) unchanged; the same holds for \(v\). Exchanging the sites replaces \((r,u,v)\) by \((-r,v,u)\), which also preserves \(P\). If an improper map carried the dimer to itself, then \(P=-P\), so \(P=0\). But here \(P=-d^3\sin^2p\cos^2p\sin t\neq0\).

## The limit of perpendicular dipoles

As \(p\to\pi/2\), the zero moves to \(t=\pi/2\). At the limit itself, \(u=(1,0,0)\) and \(v=(0,1,0)\), and the reflection \(y\to-y\) fixes \(r\) and \(u\) and reverses \(v\). This dimer is achiral although \(T=d\neq0\), so a nonzero triple product alone does not establish chirality.

## The Lean file

```lean
import Mathlib

open Matrix Real

namespace ExcitonCouplet

noncomputable section

/-- The triple product `r · (u × v)` of the separation and the two transition dipoles. -/
def tripleProduct (r u v : Fin 3 → ℝ) : ℝ := r ⬝ᵥ (crossProduct u v)

/-- The point-dipole interaction of `u` and `v` at separation `r ≠ 0`, in units where
the Coulomb constant is one. -/
def coupling (r u v : Fin 3 → ℝ) : ℝ :=
  (u ⬝ᵥ v) / √(r ⬝ᵥ r) ^ 3 - 3 * (u ⬝ᵥ r) * (v ⬝ᵥ r) / √(r ⬝ᵥ r) ^ 5

/-- The exciton couplet strength, up to a constant prefactor: dipole coupling times triple
product, for a separation `r ≠ 0`. -/
def couplet (r u v : Fin 3 → ℝ) : ℝ := coupling r u v * tripleProduct r u v

/-- A dimer is chiral if no improper orthogonal map carries it to itself. The map may keep or
exchange the two sites, and each transition dipole is defined only up to sign. -/
def IsChiral (r u v : Fin 3 → ℝ) : Prop :=
  ∀ Q : Matrix (Fin 3) (Fin 3) ℝ, Qᵀ * Q = 1 → Q.det = -1 →
    ¬ ((Q *ᵥ r = r ∧ (Q *ᵥ u = u ∨ Q *ᵥ u = -u) ∧ (Q *ᵥ v = v ∨ Q *ᵥ v = -v)) ∨
       (Q *ᵥ r = -r ∧ (Q *ᵥ u = v ∨ Q *ᵥ u = -v) ∧ (Q *ᵥ v = u ∨ Q *ᵥ v = -u)))

/-- The separation vector of length `d` along z, for `d > 0`. -/
def sep (d : ℝ) : Fin 3 → ℝ := ![0, 0, d]

/-- The first dipole, tilted by the angle `p` from the z axis. -/
def dipoleU (p : ℝ) : Fin 3 → ℝ := ![sin p, 0, cos p]

/-- The second dipole, tilted by `p` from the negative z axis and twisted by `t` about z. -/
def dipoleV (p t : ℝ) : Fin 3 → ℝ := ![sin p * cos t, sin p * sin t, -cos p]

/-- The triple product written in Cartesian components. -/
theorem tripleProduct_coord (r u v : Fin 3 → ℝ) :
    tripleProduct r u v = r 0 * (u 1 * v 2 - u 2 * v 1) + r 1 * (u 2 * v 0 - u 0 * v 2)
      + r 2 * (u 0 * v 1 - u 1 * v 0) := by
  simp [tripleProduct, cross_apply, dotProduct, Fin.sum_univ_three]

/-- A dimer is chiral if its triple product is nonzero and both dipoles have a nonzero
component along the separation. -/
theorem isChiral_of_ne_zero {r u v : Fin 3 → ℝ} (hT : tripleProduct r u v ≠ 0)
    (hu : u ⬝ᵥ r ≠ 0) (hv : v ⬝ᵥ r ≠ 0) : IsChiral r u v := by
  intro Q hQ hdet h
  -- orthogonal maps preserve scalar products
  have hdot : ∀ a b : Fin 3 → ℝ, (Q *ᵥ a) ⬝ᵥ (Q *ᵥ b) = a ⬝ᵥ b := by
    intro a b
    rw [Matrix.dotProduct_mulVec, ← Matrix.mulVec_transpose, Matrix.mulVec_mulVec, hQ,
      Matrix.one_mulVec]
  -- the triple product is multiplied by the determinant
  have htriple : tripleProduct (Q *ᵥ r) (Q *ᵥ u) (Q *ᵥ v) = Q.det * tripleProduct r u v := by
    simp only [tripleProduct_coord, Matrix.mulVec, dotProduct, Fin.sum_univ_three,
      Matrix.det_fin_three]
    ring
  -- this pseudoscalar changes sign, yet every relabelling of the dimer leaves it unchanged
  have key : tripleProduct (Q *ᵥ r) (Q *ᵥ u) (Q *ᵥ v) *
      (((Q *ᵥ u) ⬝ᵥ (Q *ᵥ r)) * ((Q *ᵥ v) ⬝ᵥ (Q *ᵥ r))) =
      -(tripleProduct r u v * ((u ⬝ᵥ r) * (v ⬝ᵥ r))) := by
    rw [htriple, hdot, hdot, hdet]
    ring
  apply mul_ne_zero hT (mul_ne_zero hu hv)
  rcases h with ⟨h1, h2 | h2, h3 | h3⟩ | ⟨h1, h2 | h2, h3 | h3⟩ <;>
  · rw [h1, h2, h3] at key
    simp only [tripleProduct_coord, neg_dotProduct, dotProduct_neg, Pi.neg_apply] at key ⊢
    linarith

/-- The triple product of the twisted dimer is `d sin² p sin t`. -/
theorem tripleProduct_dimer (d p t : ℝ) :
    tripleProduct (sep d) (dipoleU p) (dipoleV p t) = d * sin p ^ 2 * sin t := by
  simp [tripleProduct_coord, sep, dipoleU, dipoleV]
  ring

/-- The dipole coupling of the twisted dimer at distance `d > 0` is
`(sin² p cos t + 2 cos² p) / d³`. -/
theorem coupling_dimer {d : ℝ} (hd : 0 < d) (p t : ℝ) :
    coupling (sep d) (dipoleU p) (dipoleV p t) =
      (sin p ^ 2 * cos t + 2 * cos p ^ 2) / d ^ 3 := by
  have hr : sep d ⬝ᵥ sep d = d ^ 2 := by
    simp [sep, dotProduct, Fin.sum_univ_three, sq]
  have huv : dipoleU p ⬝ᵥ dipoleV p t = sin p ^ 2 * cos t - cos p ^ 2 := by
    simp [dipoleU, dipoleV, dotProduct, Fin.sum_univ_three]
    ring
  have hu : dipoleU p ⬝ᵥ sep d = cos p * d := by
    simp [dipoleU, sep, dotProduct, Fin.sum_univ_three]
  have hv : dipoleV p t ⬝ᵥ sep d = -cos p * d := by
    simp [dipoleV, sep, dotProduct, Fin.sum_univ_three]
  rw [coupling, hr, huv, hu, hv, Real.sqrt_sq hd.le]
  field_simp
  ring

/-- For `d > 0`, `0 < p < π/2` and `0 < t < π`, the couplet strength is positive exactly when
`tan² p cos t > -2`, and zero exactly when `tan² p cos t = -2`. -/
theorem couplet_sign {d p t : ℝ} (hd : 0 < d) (hp : p ∈ Set.Ioo 0 (π / 2))
    (ht : t ∈ Set.Ioo 0 π) :
    (0 < couplet (sep d) (dipoleU p) (dipoleV p t) ↔ -2 < tan p ^ 2 * cos t) ∧
    (couplet (sep d) (dipoleU p) (dipoleV p t) = 0 ↔ tan p ^ 2 * cos t = -2) := by
  have hc : 0 < cos p := Real.cos_pos_of_mem_Ioo ⟨by linarith [hp.1, Real.pi_pos], hp.2⟩
  have hs : 0 < sin p := Real.sin_pos_of_pos_of_lt_pi hp.1 (by linarith [hp.2, Real.pi_pos])
  have hst : 0 < sin t := Real.sin_pos_of_pos_of_lt_pi ht.1 ht.2
  -- split off a positive factor
  have hK : 0 < cos p ^ 2 * sin p ^ 2 * sin t / d ^ 2 := by positivity
  have hf : couplet (sep d) (dipoleU p) (dipoleV p t) =
      cos p ^ 2 * sin p ^ 2 * sin t / d ^ 2 * (tan p ^ 2 * cos t + 2) := by
    rw [couplet, coupling_dimer hd, tripleProduct_dimer, Real.tan_eq_sin_div_cos]
    field_simp
  rw [hf]
  constructor
  · rw [mul_pos_iff_of_pos_left hK]
    constructor <;> intro h <;> linarith
  · rw [mul_eq_zero, or_iff_right hK.ne']
    constructor <;> intro h <;> linarith

/-- For `d > 0`, `0 < p < π/2` and `tan² p > 2`, the couplet strength at a twist `t` in `(0, π)`
vanishes exactly when `t = arccos (-2 / tan² p)`. -/
theorem couplet_eq_zero_iff_twist {d p t : ℝ} (hd : 0 < d) (hp : p ∈ Set.Ioo 0 (π / 2))
    (ht : t ∈ Set.Ioo 0 π) (h2 : 2 < tan p ^ 2) :
    couplet (sep d) (dipoleU p) (dipoleV p t) = 0 ↔ t = arccos (-2 / tan p ^ 2) := by
  have hT : 0 < tan p ^ 2 := by linarith
  rw [(couplet_sign hd hp ht).2]
  constructor
  · intro h
    have hcos : -2 / tan p ^ 2 = cos t := by
      rw [div_eq_iff hT.ne']
      linarith
    rw [hcos, Real.arccos_cos ht.1.le ht.2.le]
  · intro h
    have h1 : -1 ≤ -2 / tan p ^ 2 := by rw [le_div_iff₀ hT]; linarith
    have h3 : -2 / tan p ^ 2 ≤ 1 := by rw [div_le_iff₀ hT]; linarith
    rw [h, Real.cos_arccos h1 h3, mul_div_cancel₀ _ hT.ne']

/-- For `d > 0` and `0 < p < π/2`, the couplet strength vanishes at some twist in `(0, π)` exactly
when `tan² p > 2`, while at every twist in `(0, π)` the triple product is nonzero and the dimer
is chiral. -/
theorem chiral_without_couplet {d p : ℝ} (hd : 0 < d) (hp : p ∈ Set.Ioo 0 (π / 2)) :
    ((∃ t ∈ Set.Ioo 0 π, couplet (sep d) (dipoleU p) (dipoleV p t) = 0) ↔ 2 < tan p ^ 2) ∧
    ∀ t ∈ Set.Ioo 0 π, tripleProduct (sep d) (dipoleU p) (dipoleV p t) ≠ 0 ∧
      IsChiral (sep d) (dipoleU p) (dipoleV p t) := by
  have hc : 0 < cos p := Real.cos_pos_of_mem_Ioo ⟨by linarith [hp.1, Real.pi_pos], hp.2⟩
  have hs : 0 < sin p := Real.sin_pos_of_pos_of_lt_pi hp.1 (by linarith [hp.2, Real.pi_pos])
  refine ⟨⟨?_, ?_⟩, ?_⟩
  · -- a zero needs `cos t = -2 / tan² p`, and `cos t > -1`
    rintro ⟨t, ht, h⟩
    have h0 := (couplet_sign hd hp ht).2.1 h
    have h1 := Real.cos_lt_cos_of_nonneg_of_le_pi ht.1.le le_rfl ht.2
    rw [Real.cos_pi] at h1
    have hT : 0 < tan p ^ 2 := pow_pos (Real.tan_pos_of_pos_of_lt_pi_div_two hp.1 hp.2) 2
    nlinarith [mul_pos hT (by linarith : 0 < cos t + 1)]
  · intro h2
    have hT : 0 < tan p ^ 2 := by linarith
    have h1 : -1 < -2 / tan p ^ 2 := by rw [lt_div_iff₀ hT]; linarith
    have h3 : -2 / tan p ^ 2 < 1 := by rw [div_lt_iff₀ hT]; linarith
    have hcos := Real.cos_arccos h1.le h3.le
    have ht : arccos (-2 / tan p ^ 2) ∈ Set.Ioo 0 π := by
      refine ⟨Real.arccos_pos.2 h3, lt_of_le_of_ne (Real.arccos_le_pi _) fun h => ?_⟩
      rw [h, Real.cos_pi] at hcos
      linarith
    exact ⟨_, ht, (couplet_eq_zero_iff_twist hd hp ht h2).2 rfl⟩
  · intro t ht
    have hst : 0 < sin t := Real.sin_pos_of_pos_of_lt_pi ht.1 ht.2
    have hT : tripleProduct (sep d) (dipoleU p) (dipoleV p t) ≠ 0 := by
      rw [tripleProduct_dimer]
      positivity
    refine ⟨hT, isChiral_of_ne_zero hT ?_ ?_⟩
    · simp [dipoleU, sep, dotProduct, Fin.sum_univ_three, hc.ne', hd.ne']
    · simp [dipoleV, sep, dotProduct, Fin.sum_univ_three, hc.ne', hd.ne']

end

end ExcitonCouplet
```

```lean
#print axioms ExcitonCouplet.chiral_without_couplet
```

```
'ExcitonCouplet.chiral_without_couplet' depends on axioms: [propext, Classical.choice, Quot.sound]
```

## From the factorisation to the theorem

`tripleProduct_dimer` and `coupling_dimer` compute \(T\) and \(V\). `couplet_sign` proves the factorised form as `hf` and removes the positive factor `hK`, which leaves the sign of \(\tan^2p\cos t+2\). `couplet_eq_zero_iff_twist` identifies the zero.

In the final theorem, `nlinarith` receives \(\tan^2p\,(\cos t+1)>0\) and combines it with \(\tan^2p\cos t=-2\) to obtain \(\tan^2p>2\). Conversely, the arccosine is shown to lie strictly inside \((0,\pi)\).

## Eight relabellings in one tactic block

In `isChiral_of_ne_zero`, the equation `key` says that \(P\) changes sign under \(Q\). The `rcases` pattern splits the assumed symmetry into eight cases: sites kept or exchanged, with two signs for each dipole. The combinator `<;>` runs the same block on all of them. Rewriting with `h1`, `h2`, `h3` eliminates \(Q\) from `key`. After expansion, `linarith` treats each monomial as an unknown and derives \(P=0\), which contradicts the three nonzero factors.
